# Branching for imaginary time t with a Gaussian energy of variance N s² leaves an effective walker fraction exp(−N s² t²)

In diffusion Monte Carlo I watch the effective number of walkers, (∑w)²/∑w², to see how unevenly the branching weights w are spread. With M walkers it can never drop below 1, however large the system. So is there a system size beyond which this number must look better than the true weight distribution warrants?

## The crossover at N = ln M/(s² t²)

Yes, if the total energy X is Gaussian with variance N s² and the weights are exp(−tX), with s, t > 0. The exact effective fraction is then

f = (E[exp(−tX)])² / E[exp(−2tX)] = exp(−N s² t²),

and f ≥ 1/M exactly when N ≤ ln M/(s² t²). Beyond that size, any M walkers show an effective number strictly above M f.

Here N counts fragments, s² is the energy variance per fragment, E[·] is the expectation, and t is the total imaginary time, with ħ = 1.

Let X have mean e and variance v > 0. Completing the square gives

−tx − (x − e)²/(2v) = −(x − e + vt)²/(2v) − te + vt²/2.

Integrating the shifted Gaussian leaves

E[exp(−tX)] = exp(−te + vt²/2),

which also holds for v = 0, where X is constant. Squaring this, and replacing t by 2t for the denominator, gives

f = exp(−2te + vt²) / exp(−2te + 2vt²) = exp(−vt²).

The mean has cancelled. For independent Gaussian fragments of variance s², both expectations factorise, so f is a product of N factors exp(−s² t²). This is the physical reason for taking v = N s².

Since 1/M = exp(−ln M), comparing exponents gives

1/M ≤ f ⇔ N s² t² ≤ ln M ⇔ N ≤ ln M/(s² t²).

Equivalently, f ≥ 1/M exactly when M ≥ exp(N s² t²).

For M ≥ 1 walkers with weights wᵢ > 0, each weight is at most the total, so

∑ wᵢ² ≤ ∑ wᵢ (∑ⱼ wⱼ) = (∑ wᵢ)²,

and the effective number is at least 1. Cauchy–Schwarz gives (∑ wᵢ)² ≤ M ∑ wᵢ², so it is at most M. Beyond the crossover, M f < 1 ≤ (∑w)²/∑w².

In a run, a move from R to R′ in a time step τ typically multiplies a walker's weight by

exp(−τ[(E_L(R) + E_L(R′))/2 − E_T]),

where E_L is the local energy and E_T the trial energy. An E_T common to all walkers cancels from the effective number. In the Gaussian model with s t = 0.5 and M = 1000, the crossover is at N ≈ 27.6. At N = 50, M f ≈ 0.004, while the population still reports at least 1.

In the Lean code, `walkerFraction P X t` is f, with expectations taken under `P`, and `effectiveWalkers x t` is the finite-population number for a list `x` of M energies. The hypothesis `P.map X = gaussianReal e (N * s ^ 2)` says that X has the stated Gaussian law; the second argument is the variance, not the standard deviation. In `crossover_system_size`, `M` is any positive real; in `population_overestimates` it is a positive integer, and the energies `x` are arbitrary, not assumed to be sampled from X.

The step left to physics is the identification of a walker's accumulated branching exponent with t times one Gaussian energy whose variance does not depend on t. Along a real walk the local energy fluctuates, so its average over a long t typically varies less from walker to walker than a single value does, and neither distribution need be Gaussian. The model also lets the weights accumulate over the whole time t, whereas diffusion Monte Carlo runs commonly split and remove walkers along the way, which evens the weights out; t is then better read as the time over which weights accumulate between such steps.

```lean
import Mathlib

open MeasureTheory ProbabilityTheory
open scoped NNReal

namespace BranchingCrossover

noncomputable section

variable {Ω : Type*} [MeasurableSpace Ω]

/-- The effective walker fraction `(E exp(-tX))² / E exp(-2tX)` of the branching weights
`exp(-tX)`, for an energy `X` whose two expectations are finite and nonzero. -/
def walkerFraction (P : Measure Ω) (X : Ω → ℝ) (t : ℝ) : ℝ :=
  (∫ ω, Real.exp (-t * X ω) ∂P) ^ 2 / ∫ ω, Real.exp (-(2 * t) * X ω) ∂P

/-- The effective number of walkers `(∑ w)² / ∑ w²` in a population of `M ≥ 1` walkers with
energies `x i` and branching weights `w i = exp(-t x i)`. -/
def effectiveWalkers {M : ℕ} (x : Fin M → ℝ) (t : ℝ) : ℝ :=
  (∑ i, Real.exp (-t * x i)) ^ 2 / ∑ i, Real.exp (-t * x i) ^ 2

/-- The effective walker fraction is the square of the value at `-t`, divided by the value at
`-(2 * t)`, of the moment generating function of the energy. -/
theorem walkerFraction_eq_mgf (P : Measure Ω) (X : Ω → ℝ) (t : ℝ) :
    walkerFraction P X t = mgf X P (-t) ^ 2 / mgf X P (-(2 * t)) := rfl

/-- For a Gaussian energy of variance `v` the effective walker fraction is `exp(-v t²)`,
whatever the mean energy. -/
theorem walkerFraction_gaussian {P : Measure Ω} {X : Ω → ℝ} {e : ℝ} {v : ℝ≥0}
    (hX : P.map X = gaussianReal e v) (t : ℝ) :
    walkerFraction P X t = Real.exp (-(v * t ^ 2)) := by
  rw [walkerFraction_eq_mgf, mgf_gaussianReal hX, mgf_gaussianReal hX,
    ← Real.exp_nat_mul, ← Real.exp_sub]
  -- the mean energy cancels between numerator and denominator
  congr 1
  push_cast
  ring

/-- For `N` independent fragments with Gaussian energies of common variance `s²` and arbitrary
means, the effective walker fraction of the total energy is `exp(-N s² t²)`. -/
theorem walkerFraction_fragments {P : Measure Ω} {N : ℕ} {X : Fin N → Ω → ℝ}
    {e : Fin N → ℝ} {s : ℝ≥0} (hI : iIndepFun X P) (hm : ∀ i, Measurable (X i))
    (hX : ∀ i, P.map (X i) = gaussianReal (e i) (s ^ 2)) (t : ℝ) :
    walkerFraction P (∑ i, X i) t = Real.exp (-(N * (s : ℝ) ^ 2 * t ^ 2)) := by
  -- independence factorises the expectations over the fragments
  have hprod : walkerFraction P (∑ i, X i) t = ∏ i, walkerFraction P (X i) t := by
    simp only [walkerFraction_eq_mgf, hI.mgf_sum hm Finset.univ,
      Finset.prod_div_distrib, Finset.prod_pow]
  rw [hprod, Finset.prod_congr rfl (fun i _ => walkerFraction_gaussian (hX i) t),
    Finset.prod_const, Finset.card_univ, Fintype.card_fin, ← Real.exp_nat_mul]
  congr 1
  push_cast
  ring

/-- For a Gaussian total energy of variance `N s²` the effective walker fraction is
`exp(-N s² t²)`. For `s, t, M > 0` it is at least `1/M` exactly when `N` does not exceed the
crossover size `ln M / (s² t²)`. -/
theorem crossover_system_size {P : Measure Ω} {X : Ω → ℝ} {e : ℝ} {N : ℕ} {s : ℝ≥0}
    {t M : ℝ} (hX : P.map X = gaussianReal e (N * s ^ 2))
    (hs : 0 < s) (ht : 0 < t) (hM : 0 < M) :
    walkerFraction P X t = Real.exp (-(N * (s : ℝ) ^ 2 * t ^ 2)) ∧
      (1 / M ≤ walkerFraction P X t ↔ (N : ℝ) ≤ Real.log M / ((s : ℝ) ^ 2 * t ^ 2)) := by
  have hf : walkerFraction P X t = Real.exp (-(N * (s : ℝ) ^ 2 * t ^ 2)) := by
    rw [walkerFraction_gaussian hX]
    push_cast
    rfl
  refine ⟨hf, ?_⟩
  have hs' : (0 : ℝ) < s := NNReal.coe_pos.2 hs
  have hpos : 0 < (s : ℝ) ^ 2 * t ^ 2 := by positivity
  -- compare exponents
  have hinv : 1 / M = Real.exp (-Real.log M) := by
    rw [Real.exp_neg, Real.exp_log hM, one_div]
  rw [hf, hinv, Real.exp_le_exp, le_div_iff₀ hpos]
  constructor <;> intro h <;> linarith

/-- For a Gaussian energy of variance `v` and `M > 0`, the effective walker fraction is at
least `1/M` exactly when `M` is at least `exp(v t²)`. -/
theorem required_population {P : Measure Ω} {X : Ω → ℝ} {e : ℝ} {v : ℝ≥0} {M : ℝ}
    (hX : P.map X = gaussianReal e v) (t : ℝ) (hM : 0 < M) :
    1 / M ≤ walkerFraction P X t ↔ Real.exp (v * t ^ 2) ≤ M := by
  rw [walkerFraction_gaussian hX, Real.exp_neg, one_div, inv_le_inv₀ hM (Real.exp_pos _)]

/-- In a population of `M ≥ 1` walkers the effective number of walkers lies between
`1` and `M`. -/
theorem effectiveWalkers_bounds {M : ℕ} (hM : 0 < M) (x : Fin M → ℝ) (t : ℝ) :
    1 ≤ effectiveWalkers x t ∧ effectiveWalkers x t ≤ M := by
  have : Nonempty (Fin M) := ⟨⟨0, hM⟩⟩
  have hpos : 0 < ∑ i, Real.exp (-t * x i) ^ 2 :=
    Finset.sum_pos (fun i _ => pow_pos (Real.exp_pos _) 2) Finset.univ_nonempty
  unfold effectiveWalkers
  constructor
  · -- each weight is at most the total weight
    rw [le_div_iff₀ hpos, one_mul, sq (∑ i, Real.exp (-t * x i)), Finset.sum_mul]
    refine Finset.sum_le_sum fun i _ => ?_
    rw [sq]
    refine mul_le_mul_of_nonneg_left ?_ (Real.exp_pos _).le
    exact Finset.single_le_sum (f := fun j => Real.exp (-t * x j))
      (fun j _ => (Real.exp_pos _).le) (Finset.mem_univ i)
  · -- Cauchy-Schwarz
    rw [div_le_iff₀ hpos]
    have h := sq_sum_le_card_mul_sum_sq (s := (Finset.univ : Finset (Fin M)))
      (f := fun i => Real.exp (-t * x i))
    simpa only [Finset.card_univ, Fintype.card_fin] using h

/-- For a Gaussian total energy of variance `N s²` with `s, t > 0` and `N` beyond the crossover
size, every population of `M ≥ 1` walkers has an effective number of walkers strictly larger
than `M` times the exact effective fraction. -/
theorem population_overestimates {P : Measure Ω} {X : Ω → ℝ} {e : ℝ} {N M : ℕ} {s : ℝ≥0}
    {t : ℝ} (hX : P.map X = gaussianReal e (N * s ^ 2)) (hs : 0 < s) (ht : 0 < t)
    (hM : 0 < M) (hN : Real.log M / ((s : ℝ) ^ 2 * t ^ 2) < N) (x : Fin M → ℝ) :
    M * walkerFraction P X t < effectiveWalkers x t := by
  have hM' : (0 : ℝ) < M := Nat.cast_pos.2 hM
  have hlt : walkerFraction P X t < 1 / (M : ℝ) := by
    by_contra h
    exact absurd ((crossover_system_size hX hs ht hM').2.1 (not_lt.1 h)) (not_le.2 hN)
  -- the exact fraction corresponds to less than one walker
  rw [lt_div_iff₀ hM'] at hlt
  have h1 := (effectiveWalkers_bounds hM x t).1
  linarith

end

end BranchingCrossover
```

```lean
#print axioms BranchingCrossover.walkerFraction_gaussian
#print axioms BranchingCrossover.walkerFraction_fragments
#print axioms BranchingCrossover.required_population
#print axioms BranchingCrossover.population_overestimates
```

```
'BranchingCrossover.walkerFraction_gaussian' depends on axioms: [propext, Classical.choice, Quot.sound]
'BranchingCrossover.walkerFraction_fragments' depends on axioms: [propext, Classical.choice, Quot.sound]
'BranchingCrossover.required_population' depends on axioms: [propext, Classical.choice, Quot.sound]
'BranchingCrossover.population_overestimates' depends on axioms: [propext, Classical.choice, Quot.sound]
```

`walkerFraction_eq_mgf` recognises the two expectations as values of the moment generating function, at −t and −2t. `walkerFraction_gaussian` inserts the Gaussian formula and combines the exponentials; `ring` then cancels the mean. `walkerFraction_fragments` obtains the product over fragments from `hI.mgf_sum`.

`crossover_system_size` writes 1/M as exp(−ln M), compares exponents with `Real.exp_le_exp` and divides by s² t² > 0. `required_population` gets the equivalent bound on M by inverting both sides.

In `effectiveWalkers_bounds`, `Finset.single_le_sum` says that one weight is at most the total, and `sq_sum_le_card_mul_sum_sq` is the Cauchy–Schwarz step. `population_overestimates` uses the crossover equivalence by contradiction to get f < 1/M, then joins M f < 1 to the lower bound of 1.
